# Problem sheet: the curvature of the Fermi hole from finitely many real orbitals

## Definitions and conventions

Let \(\phi_i\) be real functions on a set \(X\) of positions, with \(i\) in a finite index set \(\iota\). In Lean the family is `φ : ι → X → ℝ`, and all sums run over \(\iota\).

```lean
import Mathlib

open Filter Topology Finset

namespace FermiHoleCurvature

noncomputable section

variable {ι X : Type*} [Fintype ι]
```

The density is \(\rho(x)=\sum_i\phi_i(x)^2\), the one-particle density matrix is \(\gamma(x,y)=\sum_i\phi_i(x)\phi_i(y)\), and the pair density is \(P(x,y)=\rho(x)\rho(y)-\gamma(x,y)^2\). The conditional density is \(P(x,y)/\rho(x)\).

```lean
/-- Density of the orbitals, `ρ(x) = ∑ φ_i(x)²`. -/
def density (φ : ι → X → ℝ) (x : X) : ℝ := ∑ i, φ i x ^ 2

/-- One-particle density matrix, `γ(x,y) = ∑ φ_i(x) φ_i(y)`. -/
def densityMatrix (φ : ι → X → ℝ) (x y : X) : ℝ := ∑ i, φ i x * φ i y

/-- Pair density of the orbitals, `P(x,y) = ρ(x) ρ(y) - γ(x,y)²`. -/
def pairDensity (φ : ι → X → ℝ) (x y : X) : ℝ :=
  density φ x * density φ y - densityMatrix φ x y ^ 2

/-- Conditional pair density `P(x,y) / ρ(x)` for a reference particle at `x`. -/
def conditionalDensity (φ : ι → X → ℝ) (x y : X) : ℝ := pairDensity φ x y / density φ x
```

These are definitions, with no wavefunction, integral or orthonormality behind them. For \(N\) orthonormal orbitals of one spin, \(P\) is the same-spin pair density of their Slater determinant in the convention normalised to \(N(N-1)\); that reading is physics supplied from outside and is not checked in Lean. Complex orbitals, fractional occupations and correlated states are not covered.

The Slater minor is \(M_{ij}(x,y)=\phi_i(x)\phi_j(y)-\phi_j(x)\phi_i(y)\). For \(X=\mathbb R\) the Wronskian is \(W_{ij}=\phi_i\phi_j'-\phi_j\phi_i'\), and
\[ C(x)=\rho(x)\sum_i\phi_i'(x)^2-\tfrac14\rho'(x)^2 , \]
with primes given by `deriv`. "Fermi hole" means here the depletion of \(P(x,y)\) near \(y=x\), where \(P\) is zero; the exchange hole \(-\gamma(x,y)^2/\rho(x)\), which often bears the same name, is a different function with a different expansion. "Curvature" means the coefficient of \((y-x)^2\) in \(P\), with no factor 2. The last definition is the pair \(\phi_0=\cos\), \(\phi_1=\sin\).

```lean
/-- Two-orbital Slater minor `φ_i(x) φ_j(y) - φ_j(x) φ_i(y)`. -/
def slaterMinor (φ : ι → X → ℝ) (i j : ι) (x y : X) : ℝ := φ i x * φ j y - φ j x * φ i y

/-- Wronskian `φ_i φ_j' - φ_j φ_i'` of two orbitals at the point `x` of the line. -/
def wronskian (φ : ι → ℝ → ℝ) (i j : ι) (x : ℝ) : ℝ :=
  φ i x * deriv (φ j) x - φ j x * deriv (φ i) x

/-- Fermi-hole curvature on the line, `C(x) = ρ(x) ∑ φ_i'(x)² - ρ'(x)² / 4`. -/
def fermiCurvature (φ : ι → ℝ → ℝ) (x : ℝ) : ℝ :=
  density φ x * ∑ i, deriv (φ i) x ^ 2 - deriv (density φ) x ^ 2 / 4

/-- Two orbitals on the line, `cos x` and `sin x`. -/
def ringOrbitals : Fin 2 → ℝ → ℝ := ![Real.cos, Real.sin]
```

## (a) Lagrange's identity

*Task.* For real numbers \(a_i,b_i\), show
\[ \sum_i a_i^2\sum_i b_i^2-\Big(\sum_i a_ib_i\Big)^2=\tfrac12\sum_{i,j}(a_ib_j-a_jb_i)^2 . \]

*Solution.* Expand \((a_ib_j-a_jb_i)^2=a_i^2b_j^2+a_j^2b_i^2-2a_ib_i\,a_jb_j\) and sum over all ordered pairs (`h4`). The first two double sums each equal \(\sum a_i^2\sum b_i^2\) (`h1`, and `h2` after swapping \(i\) and \(j\)). The third is \(2(\sum a_ib_i)^2\) (`h3`). Halving gives the claim, and `linear_combination` assembles the four equations.

```lean
/-- Lagrange's identity: `|a|²|b|² - (a·b)²` is half the sum of the squared 2×2 minors. -/
theorem lagrange_identity (a b : ι → ℝ) :
    (∑ i, a i ^ 2) * (∑ i, b i ^ 2) - (∑ i, a i * b i) ^ 2
      = 1 / 2 * ∑ i, ∑ j, (a i * b j - a j * b i) ^ 2 := by
  have h1 : (∑ i, a i ^ 2) * (∑ i, b i ^ 2) = ∑ i, ∑ j, a i ^ 2 * b j ^ 2 :=
    Finset.sum_mul_sum _ _ _ _
  have h2 : (∑ i, a i ^ 2) * (∑ i, b i ^ 2) = ∑ i, ∑ j, a j ^ 2 * b i ^ 2 :=
    h1.trans Finset.sum_comm
  have h3 : (∑ i, a i * b i) ^ 2 = ∑ i, ∑ j, a i * b i * (a j * b j) := by
    rw [sq, Finset.sum_mul_sum]
  -- expand each squared minor
  have h4 : ∑ i, ∑ j, (a i * b j - a j * b i) ^ 2
      = ∑ i, ∑ j, a i ^ 2 * b j ^ 2 + ∑ i, ∑ j, a j ^ 2 * b i ^ 2
        - 2 * ∑ i, ∑ j, a i * b i * (a j * b j) := by
    simp only [Finset.mul_sum, ← Finset.sum_add_distrib, ← Finset.sum_sub_distrib]
    exact Finset.sum_congr rfl fun i _ => Finset.sum_congr rfl fun j _ => by ring
  linear_combination (1 / 2) * h1 + (1 / 2) * h2 - h3 - (1 / 2) * h4
```

## (b) The pair density as a sum of squares

*Task.* Show \(P(x,y)=\tfrac12\sum_{i,j}M_{ij}(x,y)^2\) on any set \(X\).

*Solution.* Put \(a_i=\phi_i(x)\) and \(b_i=\phi_i(y)\) in (a). The factor \(\tfrac12\) compensates for counting each unordered pair twice. With no orbital or one orbital, \(P\) vanishes identically, since \(M_{ii}=0\).

```lean
/-- The pair density is half the sum of the squared two-orbital Slater minors. -/
theorem pairDensity_eq_sum_sq (φ : ι → X → ℝ) (x y : X) :
    pairDensity φ x y = 1 / 2 * ∑ i, ∑ j, slaterMinor φ i j x y ^ 2 :=
  lagrange_identity (fun i => φ i x) (fun i => φ i y)
```

## (c) Derivative of the density

*Task.* Assume every \(\phi_i\) is differentiable at the single point \(x\) (hypothesis `h`). Show that \(\rho\) is differentiable there with \(\rho'=2\sum_i\phi_i\phi_i'\).

*Solution.* The product rule gives \((\phi_i\phi_i)'=\phi_i'\phi_i+\phi_i\phi_i'\), and a finite sum is differentiated term by term. These two steps are `fun_mul` and `HasDerivAt.fun_sum`.

```lean
/-- For orbitals differentiable at `x`, the density has derivative `2 ∑ φ_i φ_i'` there. -/
theorem hasDerivAt_density (φ : ι → ℝ → ℝ) (x : ℝ) (h : ∀ i, DifferentiableAt ℝ (φ i) x) :
    HasDerivAt (density φ) (2 * ∑ i, φ i x * deriv (φ i) x) x := by
  have e : density φ = fun y => ∑ i, φ i y * φ i y := by
    funext y
    simp only [density, sq]
  rw [e]
  refine (HasDerivAt.fun_sum fun i _ =>
    (h i).hasDerivAt.fun_mul (h i).hasDerivAt).congr_deriv ?_
  rw [Finset.mul_sum]
  exact Finset.sum_congr rfl fun i _ => by ring
```

## (d) The curvature as a sum of squares

*Task.* Under `h`, show \(C(x)=\tfrac12\sum_{i,j}W_{ij}(x)^2\).

*Solution.* By (c), \(\rho'^2/4=(\sum_i\phi_i\phi_i')^2\). Hence \(C=\sum_i\phi_i^2\sum_i\phi_i'^2-(\sum_i\phi_i\phi_i')^2\), which is the left side of (a) with \(a_i=\phi_i(x)\) and \(b_i=\phi_i'(x)\). The instance of (a) is `L`.

```lean
/-- For orbitals differentiable at `x`, the curvature `C(x)` is half the sum of the squared
Wronskians of all orbital pairs. -/
theorem fermiCurvature_eq_sum_sq (φ : ι → ℝ → ℝ) (x : ℝ)
    (h : ∀ i, DifferentiableAt ℝ (φ i) x) :
    fermiCurvature φ x = 1 / 2 * ∑ i, ∑ j, wronskian φ i j x ^ 2 := by
  have L := lagrange_identity (fun i => φ i x) (fun i => deriv (φ i) x)
  rw [fermiCurvature, (hasDerivAt_density φ x h).deriv]
  simp only [density, wronskian]
  linear_combination L
```

## (e) The limit of one minor

*Task.* For \(\phi_i,\phi_j\) differentiable at \(x\), show \(M_{ij}(x,y)/(y-x)\to W_{ij}(x)\) as \(y\to x\). The filter `𝓝[≠] x` means that \(y\) approaches \(x\) from both sides with \(y\ne x\).

*Solution.* Fix \(x\) and let \(m(y)=M_{ij}(x,y)\). Its derivative at \(y=x\) is \(\phi_i(x)\phi_j'(x)-\phi_j(x)\phi_i'(x)=W_{ij}(x)\) (`hd`), and \(m(x)=0\) (`h0`). Therefore
\[ \frac{M_{ij}(x,y)}{y-x}=\frac{m(y)-m(x)}{y-x} \]
is a difference quotient, and `hasDerivAt_iff_tendsto_slope` states that it tends to the derivative.

```lean
omit [Fintype ι] in
/-- For two orbitals differentiable at `x`, their Slater minor divided by `y - x` tends to their
Wronskian as `y → x`, `y ≠ x`. -/
theorem tendsto_slaterMinor_div (φ : ι → ℝ → ℝ) (x : ℝ) (i j : ι)
    (hi : DifferentiableAt ℝ (φ i) x) (hj : DifferentiableAt ℝ (φ j) x) :
    Tendsto (fun y => slaterMinor φ i j x y / (y - x)) (𝓝[≠] x) (𝓝 (wronskian φ i j x)) := by
  have hd : HasDerivAt (fun y => slaterMinor φ i j x y) (wronskian φ i j x) x :=
    (hj.hasDerivAt.const_mul (φ i x)).fun_sub (hi.hasDerivAt.const_mul (φ j x))
  -- the minor vanishes at coincidence, so the ratio is a difference quotient
  have h0 : slaterMinor φ i j x x = 0 := by
    simp only [slaterMinor]
    ring
  refine (hasDerivAt_iff_tendsto_slope.mp hd).congr fun y => ?_
  simp only [slope_def_field, h0, sub_zero]
```

## (f) The Fermi-hole curvature

*Task.* Under `h`, show \(P(x,y)/(y-x)^2\to C(x)\) as \(y\to x\), \(y\neq x\), and \(C(x)\ge0\).

*Solution.* By (b),
\[ \frac{P(x,y)}{(y-x)^2}=\tfrac12\sum_{i,j}\Big(\frac{M_{ij}(x,y)}{y-x}\Big)^2 . \]
By (e) each bracket tends to \(W_{ij}(x)\). Squares and finite sums respect limits, so the ratio tends to \(\tfrac12\sum_{i,j} W_{ij}^2\), which is \(C(x)\) by (d) and is nonnegative. The term `T` is this chain, built from `.pow 2`, `tendsto_finsetSum` and `.const_mul`, and `positivity` gives the sign. Only first derivatives at \(x\) enter, and no rate of convergence is stated.

```lean
/-- Fermi-hole curvature: for orbitals differentiable at `x`, the ratio `P(x,y) / (y - x)²`
tends to `ρ(x) ∑ φ_i'(x)² - ρ'(x)² / 4` as `y → x`, and this limit is nonnegative. -/
theorem fermi_hole_curvature (φ : ι → ℝ → ℝ) (x : ℝ) (h : ∀ i, DifferentiableAt ℝ (φ i) x) :
    Tendsto (fun y => pairDensity φ x y / (y - x) ^ 2) (𝓝[≠] x) (𝓝 (fermiCurvature φ x))
      ∧ 0 ≤ fermiCurvature φ x := by
  rw [fermiCurvature_eq_sum_sq φ x h]
  refine ⟨?_, by positivity⟩
  -- square the limit of each minor and sum over orbital pairs
  have T := (tendsto_finsetSum univ fun i _ => tendsto_finsetSum univ fun j _ =>
    (tendsto_slaterMinor_div φ x i j (h i) (h j)).pow 2).const_mul (1 / 2 : ℝ)
  refine T.congr fun y => ?_
  simp only [pairDensity_eq_sum_sq, div_pow, ← Finset.sum_div]
  ring
```

*Numbers.* Take \(\phi_0(y)=y\), \(\phi_1(y)=y^2\) and \(x=1\); the statement is local, so normalisability plays no part. Then \(\rho=2\), \(\sum_i\phi_i'^2=1+4=5\), \(\rho'=2(1+2)=6\), so \(C=10-9=1\), in agreement with \(W_{01}=2-1=1\). At \(y=1.1\), \(\rho(y)=2.6741\) and \(\gamma=2.31\), so \(P=5.3482-5.3361=0.0121\) and the ratio is \(1.21\). In general \(P(1,y)=(y^2-y)^2\), and the ratio is \(y^2\to1\).

*An easy mistake.* With \(s=y-x\), one may expand only to first order, \(\rho(y)\approx\rho+\rho's\) and \(\gamma\approx\rho+\tfrac12\rho's\). This yields \(P\approx-\tfrac14\rho'^2s^2\), or \(-9s^2\) in the example, which has the wrong sign. The dropped second-order terms contribute \(\big(\tfrac12\rho\rho''-\rho\sum_i\phi_i\phi_i''\big)s^2=\rho\sum_i\phi_i'^2\,s^2\). That repair needs second derivatives, which the route through the minors avoids.

## (g) When the curvature vanishes

*Task.* Under `h`, show that \(C(x)=0\) exactly when \(W_{ij}(x)=0\) for all \(i,j\).

*Solution.* Use (d). A finite sum of nonnegative terms is zero only if each term is zero; this is applied to the outer sum (`h1`) and then to the inner sum (`h2`), and \(W_{ij}^2=0\) gives \(W_{ij}=0\). The converse is substitution. For a single orbital the only Wronskian is \(W_{ii}=0\), so \(C=0\).

```lean
/-- For orbitals differentiable at `x`, the curvature vanishes at `x`
exactly when the Wronskians of all orbital pairs vanish
there. -/
theorem fermiCurvature_eq_zero_iff (φ : ι → ℝ → ℝ) (x : ℝ)
    (h : ∀ i, DifferentiableAt ℝ (φ i) x) :
    fermiCurvature φ x = 0 ↔ ∀ i j, wronskian φ i j x = 0 := by
  rw [fermiCurvature_eq_sum_sq φ x h]
  constructor
  · intro h0 i j
    have hs : ∑ i, ∑ j, wronskian φ i j x ^ 2 = 0 := by linarith
    have h1 := (Finset.sum_eq_zero_iff_of_nonneg
      (fun k _ => Finset.sum_nonneg fun l _ => sq_nonneg (wronskian φ k l x))).mp hs
      i (mem_univ i)
    have h2 := (Finset.sum_eq_zero_iff_of_nonneg
      (fun l _ => sq_nonneg (wronskian φ i l x))).mp h1 j (mem_univ j)
    exact (pow_eq_zero_iff two_ne_zero).mp h2
  · intro hw
    simp [hw]
```

## (h) The conditional density

*Task.* Under `h` and \(\rho(x)\ne0\) (`hρ`), show
\[ \frac{P(x,y)/\rho(x)}{(y-x)^2}\to D(x)=\sum_i\phi_i'(x)^2-\frac{\rho'(x)^2}{4\rho(x)} . \]

*Solution.* Divide the limit of (f) by the constant \(\rho(x)\) (`div_const`) and simplify \(C/\rho=D\) (`e`). In the example of (f), \(D=5-36/8=\tfrac12\). At \(\rho(x)=0\), Lean's division by zero would make the left side \(0\) and the right side \(\sum_i\phi_i'^2\), so `hρ` excludes a case in which the statement can fail.

For a single determinant of real orthonormal same-spin orbitals on the line, \(D\) is the one-dimensional form of the quantity that enters the electron localisation function: twice the difference between the kinetic energy density \(\tfrac12\sum_i\phi_i'^2\) and the von Weizsäcker term \(\rho'^2/(8\rho)\), with \(\hbar\) and the mass set to one.

```lean
/-- For orbitals differentiable at `x` with `ρ(x) ≠ 0`,
the conditional pair density divided by `(y - x)²` tends to
`∑ φ_i'(x)² - ρ'(x)² / (4 ρ(x))` as `y → x`. -/
theorem conditional_curvature (φ : ι → ℝ → ℝ) (x : ℝ) (h : ∀ i, DifferentiableAt ℝ (φ i) x)
    (hρ : density φ x ≠ 0) :
    Tendsto (fun y => conditionalDensity φ x y / (y - x) ^ 2) (𝓝[≠] x)
      (𝓝 (∑ i, deriv (φ i) x ^ 2 - deriv (density φ) x ^ 2 / (4 * density φ x))) := by
  have T := (fermi_hole_curvature φ x h).1.div_const (density φ x)
  have e : fermiCurvature φ x / density φ x
      = ∑ i, deriv (φ i) x ^ 2 - deriv (density φ) x ^ 2 / (4 * density φ x) := by
    rw [fermiCurvature, sub_div, mul_div_cancel_left₀ _ hρ, div_div]
  rw [e] at T
  refine T.congr fun y => ?_
  simp only [conditionalDensity]
  ring
```

## (i) Approach along a direction

*Task.* Let positions lie in a real normed space \(E\), such as \(\mathbb R^3\), and let the orbitals be (Fréchet) differentiable at \(r\in E\). For \(v\in E\) write \(\partial_vf\) for `fderiv ℝ f r v`. Show, as the real number \(t\to0\), \(t\ne0\),
\[ \frac{P(r,r+tv)}{t^2}\to\rho(r)\sum_i(\partial_v\phi_i)^2-\tfrac14(\partial_v\rho)^2 . \]

*Solution.* Restrict to the line, \(\psi_i(t)=\phi_i(r+tv)\). The chain rule (`key`) gives \(\psi_i'(0)=\partial_v\phi_i\) (`e1`). The density of the \(\psi_i\) is \(t\mapsto\rho(r+tv)\), with derivative \(\partial_v\rho\) (`e2`) and value \(\rho(r)\) (`e3`) at \(t=0\). Apply (f) to \(\psi\) at \(0\). The vector \(v\) is fixed and need not have unit length. The theorem states neither uniformity in \(v\) nor a spherical average, and it does not apply at a point where an orbital has a cusp.

```lean
/-- In any dimension, for orbitals differentiable at `r`, the ratio `P(r, r + t v) / t²` tends
to `ρ(r) ∑ (∂_v φ_i)² - (∂_v ρ)² / 4` as `t → 0`. -/
theorem directional_curvature {E : Type*} [NormedAddCommGroup E] [NormedSpace ℝ E]
    (φ : ι → E → ℝ) (r v : E) (h : ∀ i, DifferentiableAt ℝ (φ i) r) :
    Tendsto (fun t : ℝ => pairDensity φ r (r + t • v) / t ^ 2) (𝓝[≠] 0)
      (𝓝 (density φ r * ∑ i, fderiv ℝ (φ i) r v ^ 2 - fderiv ℝ (density φ) r v ^ 2 / 4)) := by
  have key : ∀ f : E → ℝ, DifferentiableAt ℝ f r →
      HasDerivAt (fun t : ℝ => f (r + t • v)) (fderiv ℝ f r v) 0 :=
    fun f hf => hf.hasFDerivAt.hasLineDerivAt v
  have hρ : DifferentiableAt ℝ (density φ) r := by
    show DifferentiableAt ℝ (fun y => ∑ i, φ i y ^ 2) r
    exact DifferentiableAt.fun_sum fun i _ => (h i).pow 2
  -- restrict the orbitals to the line through `r` along `v`
  let ψ : ι → ℝ → ℝ := fun i t => φ i (r + t • v)
  have T := (fermi_hole_curvature ψ 0 fun i => (key _ (h i)).differentiableAt).1
  have e1 : ∀ i, deriv (ψ i) 0 = fderiv ℝ (φ i) r v := fun i => (key _ (h i)).deriv
  have e2 : deriv (density ψ) 0 = fderiv ℝ (density φ) r v := (key _ hρ).deriv
  have e3 : density ψ 0 = density φ r := by simp [density, ψ]
  simp only [fermiCurvature, e1, e2, e3] at T
  refine T.congr fun t => ?_
  simp [pairDensity, density, densityMatrix, ψ]
```

## (j) Two orbitals on a ring

*Task.* For \(\phi_0=\cos\) and \(\phi_1=\sin\), show \(P(x,y)=\sin^2(y-x)\) and \(C(x)=1\) for all real \(x,y\).

*Solution.* Here \(\rho=\cos^2+\sin^2=1\) (`hρ`) and \(\gamma=\cos x\cos y+\sin x\sin y=\cos(y-x)\) (`hγ`), so \(P=1-\cos^2(y-x)=\sin^2(y-x)\). Also \(\rho'=0\) and \(\sum_i\phi_i'^2=\sin^2x+\cos^2x=1\), so \(C=1\), matching \(\sin^2 s/s^2\to1\). These orbitals are unnormalised. On a ring of length \(2\pi\) each is divided by \(\sqrt\pi\), which gives \(\rho=1/\pi\), \(P=\sin^2(y-x)/\pi^2\) and \(C=1/\pi^2\).

```lean
/-- For the orbitals `cos` and `sin` the pair density is `sin²(y - x)` and the curvature
equals one at every point. -/
theorem ringOrbitals_curvature (x y : ℝ) :
    pairDensity ringOrbitals x y = Real.sin (y - x) ^ 2 ∧ fermiCurvature ringOrbitals x = 1 := by
  have hρ : density ringOrbitals = fun _ => 1 := by
    funext z
    simp [density, ringOrbitals, Fin.sum_univ_two]
  have hγ : densityMatrix ringOrbitals x y = Real.cos (y - x) := by
    simp [densityMatrix, ringOrbitals, Fin.sum_univ_two, Real.cos_sub]
    ring
  constructor
  · simp only [pairDensity, hρ, hγ, Real.sin_sq]
    ring
  · rw [fermiCurvature, hρ]
    simp [ringOrbitals, Fin.sum_univ_two]

end

end FermiHoleCurvature
```

```lean
#print axioms FermiHoleCurvature.fermi_hole_curvature
-- 'FermiHoleCurvature.fermi_hole_curvature' depends on axioms: [propext, Classical.choice, Quot.sound]
#print axioms FermiHoleCurvature.conditional_curvature
-- 'FermiHoleCurvature.conditional_curvature' depends on axioms: [propext, Classical.choice, Quot.sound]
#print axioms FermiHoleCurvature.directional_curvature
-- 'FermiHoleCurvature.directional_curvature' depends on axioms: [propext, Classical.choice, Quot.sound]
#print axioms FermiHoleCurvature.ringOrbitals_curvature
-- 'FermiHoleCurvature.ringOrbitals_curvature' depends on axioms: [propext, Classical.choice, Quot.sound]
```
